# When a polynomial times a Gaussian solves the radial equation of Hooke's atom

The theorem `schrodinger_iff` concerns the relative motion of two electrons that repel each other by the Coulomb term 1/r in an isotropic harmonic trap of frequency w, in atomic units. It says that u(r) = r^(l+1) exp(−w r²/4) p(r), with p a real polynomial, satisfies the radial Schrödinger equation for all r > 0 at relative energy w(n + l + 3/2) exactly when r p″ + (2l + 2 − w r²) p′ + (w n r − 1) p = 0. Here n and l are natural numbers, w is any real number, and u need not be normalised and may be zero. The proof differentiates the Gaussian times a polynomial twice and shows that what is left over in the Schrödinger equation is the left side of the polynomial equation times a factor that never vanishes for r > 0. A polynomial that is zero at every positive r is the zero polynomial, which gives the harder direction.

The first attempt, which Lean rejects:

```lean
import Mathlib

open Polynomial

namespace HookeAtom

noncomputable section

/-- The left side `r p'' + (2l+2 - w r²) p' + (w n r - 1) p` of the Hooke atom equation. -/
def hookeOp (n l : ℕ) (w : ℝ) (p : ℝ[X]) : ℝ[X] :=
  X * derivative (derivative p) + (C (2 * (l : ℝ) + 2) - C w * X ^ 2) * derivative p
    + (C (w * n) * X - 1) * p

/-- The radial function `r^(l+1) exp(-w r²/4) p(r)`. -/
def radialWave (l : ℕ) (w : ℝ) (p : ℝ[X]) (r : ℝ) : ℝ :=
  r ^ (l + 1) * Real.exp (-(w * r ^ 2 / 4)) * p.eval r

/-- The radial Schrödinger equation at energy `E` and angular momentum `l` for the relative motion
of two electrons in an isotropic harmonic trap of frequency `w`, in atomic units. -/
def RadialSchrodinger (l : ℕ) (w E : ℝ) (u : ℝ → ℝ) : Prop :=
  ∀ r > 0, -deriv (deriv u) r + (l * (l + 1) / r ^ 2 + w ^ 2 * r ^ 2 / 4 + 1 / r) * u r = E * u r

/-- The radial function solves the Schrödinger equation at energy `w (n + l + 3/2)` exactly
when its polynomial factor solves the Hooke atom equation. -/
theorem schrodinger_iff (n l : ℕ) (w : ℝ) (p : ℝ[X]) :
    RadialSchrodinger l w (w * (n + l + 3 / 2)) (radialWave l w p) ↔ hookeOp n l w p = 0 := by
  have gd : ∀ f : ℝ[X], deriv (fun r : ℝ => Real.exp (-(w * r ^ 2 / 4)) * f.eval r)
      = fun r => Real.exp (-(w * r ^ 2 / 4)) * (derivative f - C (w / 2) * X * f).eval r := by
    intro f
    funext r
    have h1 : HasDerivAt (fun y : ℝ => -(w * y ^ 2 / 4)) (-(w * r / 2)) r := by
      convert ((hasDerivAt_id' r).fun_mul (hasDerivAt_id' r)).const_mul (-(w / 4)) using 1
      · funext y; ring
      · ring
    rw [(h1.exp.fun_mul (f.hasDerivAt r)).deriv]
    simp only [eval_sub, eval_mul, eval_C, eval_X]
    ring
  have hu : radialWave l w p
      = fun r => Real.exp (-(w * r ^ 2 / 4)) * (X ^ (l + 1) * p).eval r := by
    funext r
    simp only [radialWave, eval_mul, eval_pow, eval_X]
    ring
  have hXs : derivative (X ^ (l + 1) : ℝ[X]) = C ((l : ℝ) + 1) * X ^ l := by
    rw [derivative_X_pow]; simp
  -- the Schrödinger residual is the Hooke operator times a nonvanishing factor
  have res : ∀ r > 0, -deriv (deriv (radialWave l w p)) r
      + (l * (l + 1) / r ^ 2 + w ^ 2 * r ^ 2 / 4 + 1 / r) * radialWave l w p r
      - w * (n + l + 3 / 2) * radialWave l w p r
      = -(r ^ l * Real.exp (-(w * r ^ 2 / 4))) * (hookeOp n l w p).eval r := by
    intro r hr
    have hr0 : r ≠ 0 := ne_of_gt hr
    have hX : (derivative (X ^ l : ℝ[X])).eval r = l * r ^ l / r := by
      rw [eq_div_iff hr0]
      rcases l with _ | m
      · simp
      · simp only [derivative_X_pow, eval_mul, eval_C, eval_pow, eval_X, Nat.add_sub_cancel]
        ring
    rw [hu, gd, gd]
    simp only [derivative_sub, derivative_add, derivative_mul, hXs, derivative_C, derivative_X,
      hookeOp, eval_sub, eval_add, eval_mul, eval_pow, eval_X, eval_C, eval_one, eval_zero, hX]
    generalize Real.exp (-(w * r ^ 2 / 4)) = g
    field_simp
    ring
  constructor
  · intro h
    refine eq_zero_of_infinite_isRoot _ ((Set.Ioi_infinite (0 : ℝ)).mono fun r hr => ?_)
    have hr' : 0 < r := hr
    have h1 := res r hr'
    rw [h r hr', sub_self] at h1
    exact (mul_eq_zero.1 h1.symm).resolve_left (neg_ne_zero.2 (by positivity))
  · intro h r hr
    have h1 := res r hr
    rw [h, eval_zero, mul_zero] at h1
    exact sub_eq_zero.1 h1

end

end HookeAtom
```

The error:

```
Main.lean:33:8: error: Tactic `apply` failed: could not unify the conclusion of `@_root_.funext`
  ?f = ?g
with the goal
  Real.instAddCommGroup = Real.normedCommRing.toAddCommGroup

Note: The full type of `@_root_.funext` is
  ∀ {α : Sort ?u.147} {β : α → Sort ?u.146} {f g : (x : α) → β x}, (∀ (x : α), f x = g x) → f = g

case e'_4
n l : ℕ
w : ℝ
p f : ℝ[X]
r : ℝ
⊢ Real.instAddCommGroup = Real.normedCommRing.toAddCommGroup
Main.lean:34:8: error: `ring_nf` made no progress on the goal
Main.lean:31:77: error: unsolved goals
case e'_8
n l : ℕ
w : ℝ
p f : ℝ[X]
r : ℝ
⊢ (fun y => -(w * y ^ 2 / 4)) = fun y => -(w / 4) * (y * y)

case e'_9
n l : ℕ
w : ℝ
p f : ℝ[X]
r : ℝ
⊢ -(w * r / 2) = -(w / 4) * (1 * r + r * 1)
```

The failure is in `h1`, the derivative of the exponent −w y²/4. The proof expects `convert ... using 1` to leave two goals, one that the functions agree and one that the derivatives agree. It leaves others ahead of them, and the two bullets are spent on those. The first is an equality between two additive group structures on the reals, not between functions, so `funext` cannot apply. The second bullet's goal is not printed, but `ring` gets nowhere on it. The last message lists the two expected goals, which no bullet reached.

The repair does without `convert`. It proves the equality of functions separately as `e`, by `funext y; ring`, and rewrites the goal with it. Then `congr_deriv` lets the derivative's value be replaced by an equal one, and `ring` proves that equality. The group structures no longer come up as goals, because `exact` only has to check that the two sides agree by definition, and here they do.

As a diff, the version that Lean accepts:

```diff
@@ -30,7 +30,9 @@
     funext r
     have h1 : HasDerivAt (fun y : ℝ => -(w * y ^ 2 / 4)) (-(w * r / 2)) r := by
-      convert ((hasDerivAt_id' r).fun_mul (hasDerivAt_id' r)).const_mul (-(w / 4)) using 1
-      · funext y; ring
-      · ring
+      have e : (fun y : ℝ => -(w * y ^ 2 / 4)) = fun y => -(w / 4) * (y * y) := by
+        funext y; ring
+      rw [e]
+      exact (((hasDerivAt_id' r).fun_mul (hasDerivAt_id' r)).const_mul (-(w / 4))).congr_deriv
+        (by ring)
     rw [(h1.exp.fun_mul (f.hasDerivAt r)).deriv]
     simp only [eval_sub, eval_mul, eval_C, eval_X]
```
